# Two-valley model at zero temperature: with a constant density of states, the softening at zero shear is the same for every electron number N > 0

Suppose that a crystal at zero temperature has two valleys with the same edge energy when unsheared and a constant density of states 1 each, that shear moves their edges by +1 and −1 per unit shear, and that the electronic part of the shear stiffness is estimated from the energies at shears −0.1, 0 and 0.1. With 0.2 electrons the second difference gives −2, with 0.1 electrons −1.5, and with 0.05 electrons −0.875. The softening seems to fade as the doping is reduced. In fact the curvature at zero shear is −2 in all three cases; in the last two, the step has gone past the shear at which one valley is empty.

For non-interacting electrons at zero temperature in this two-valley model, the largest finite-difference strain step that gives the right curvature is therefore proportional to the doping, whereas the curvature itself is the same for every positive doping.

## A constant, positive density of states

Let g be the density of states of each valley, x the shear, and a the shift of a valley edge per unit shear. The edges lie at a x and −a x, and the valleys hold n₁ and n₂ electrons, with n₁ + n₂ = N. Physically, g > 0 says that adding electrons raises the Fermi level.

A valley with edge e and n electrons is filled up to e + n/g, so its energy is

∫ gε dε from e to e + n/g = (g/2)[(e + n/g)² − e²] = n²/(2g) + e n.

The two valleys together have the energy

E = (n₁² + n₂²)/(2g) + a x (n₁ − n₂).

With d = n₁ − n₂ we have n₁² + n₂² = (N² + d²)/2, and completing the square gives

E = N²/(4g) + d²/(4g) + a x d
  = N²/(4g) − g(a x)² + (d + 2g a x)²/(4g).

The sign of g decides whether the last term is a cost or a gain. For the unphysical value g = −1, with N = 1 and x = 0, the equal distribution has energy −1/4, but putting everything in one valley gives −1/2. So g ≠ 0 alone would not give the minimum below.

Constancy of g is built into the definition of the valley energy. If the density of states varied with energy, its value at the Fermi level would enter the softening, and doping would generally matter again.

In the code, `valleyEnergy` is the filling integral and `twoValleyEnergy` adds the two valleys. `allowedEnergies` collects the energies of all permitted distributions, and `groundEnergy` is the infimum of that set. All quantities are real numbers, so occupations need not be integers; they can be read as electrons per cell, with g in matching units.

In Lean 4 with Mathlib:

```lean
import Mathlib

open Filter Topology

namespace ValleyShearSoftening

noncomputable section

/-- Band energy of `n` electrons filling a valley with edge `e` and constant density of
states `g`, up to the Fermi level `e + n / g`; the domain is `g > 0`, `n ≥ 0`. -/
def valleyEnergy (g e n : ℝ) : ℝ := ∫ ε in e..(e + n / g), g * ε

/-- Energy of two valleys whose edges are moved to `a x` and `-a x` by the shear `x`,
with occupations `n₁` and `n₂`; the domain is `g > 0`, `n₁, n₂ ≥ 0`. -/
def twoValleyEnergy (g a x n₁ n₂ : ℝ) : ℝ :=
  valleyEnergy g (a * x) n₁ + valleyEnergy g (-(a * x)) n₂

/-- The energies that `N` electrons can have when shared between the two valleys at
shear `x`; the domain is `g > 0`. -/
def allowedEnergies (g a N x : ℝ) : Set ℝ :=
  {E | ∃ n₁ n₂ : ℝ, 0 ≤ n₁ ∧ 0 ≤ n₂ ∧ n₁ + n₂ = N ∧ E = twoValleyEnergy g a x n₁ n₂}

/-- Electronic ground-state energy at shear `x`: the infimum over all distributions of
the `N` electrons; the domain is `g > 0`, `N ≥ 0`. -/
def groundEnergy (g a N x : ℝ) : ℝ := sInf (allowedEnergies g a N x)
```

The next two theorems are the integral and the completed square. The first evaluates the integral with `integral_id`; the second replaces N by n₁ + n₂ and compares both sides algebraically. Both use `hg` to clear the denominators.

```lean
/-- For `g > 0`, filling a valley costs `n² / (2g)` on top of the edge energy `e n`. -/
theorem valleyEnergy_eq {g : ℝ} (hg : 0 < g) (e n : ℝ) :
    valleyEnergy g e n = n ^ 2 / (2 * g) + e * n := by
  unfold valleyEnergy
  rw [intervalIntegral.integral_const_mul, integral_id]
  field_simp
  ring

/-- For `g > 0` and fixed electron number, the energy is a perfect square in the
population difference plus a term that does not depend on the distribution. -/
theorem twoValleyEnergy_eq {g N n₁ n₂ : ℝ} (hg : 0 < g) (a x : ℝ) (hs : n₁ + n₂ = N) :
    twoValleyEnergy g a x n₁ n₂ =
      N ^ 2 / (4 * g) - g * (a * x) ^ 2 + (n₁ - n₂ + 2 * g * (a * x)) ^ 2 / (4 * g) := by
  subst hs
  unfold twoValleyEnergy
  rw [valleyEnergy_eq hg, valleyEnergy_eq hg]
  field_simp
  ring
```

## Occupations that are never negative

A valley cannot hold fewer than zero electrons. This is what creates two regimes. The square vanishes at

n₁ = N/2 − g a x,  n₂ = N/2 + g a x,

and both numbers are non-negative exactly when 2g|a x| ≤ N. The least energy is then N²/(4g) − g(a x)².

Otherwise all electrons sit in the lower valley. For a x > 0 this is the second one, with energy N²/(2g) − N a x. Any other distribution exceeds it by

[n₁² + n₂² − (n₁ + n₂)²]/(2g) + 2a x n₁ = n₁(2g a x − n₂)/g,

which is non-negative because n₁ ≥ 0 and n₂ ≤ N < 2g a x. For a x < 0 the valleys change roles, and the least energy in both cases is N²/(2g) − N|a x|.

Without the sign conditions the parabola would hold at every shear. For g = N = a x = 1 it gives −3/4, reached with n₁ = −1/2 and n₂ = 3/2, whereas the true minimum is −1/2. The condition N ≥ 0 belongs here too: a negative total cannot be split into non-negative parts, so there would be no allowed energy at all.

`isLeast_energy` states that the value in the `if` expression belongs to `allowedEnergies` and is a lower bound for it, so the minimum is attained. The proof follows the two regimes through `split_ifs`. In the first it supplies the occupations above and uses the non-negative square for the bound. In the second it separates the signs of `a * x`; there `e` is the factorised excess energy and `key` says that it is non-negative.

```lean
/-- For `g > 0` and `N ≥ 0` the least energy at shear `x` is `N²/(4g) - g (a x)²` if
`2g|a x| ≤ N`, and `N²/(2g) - N|a x|` otherwise. -/
theorem isLeast_energy {g N : ℝ} (hg : 0 < g) (hN : 0 ≤ N) (a x : ℝ) :
    IsLeast (allowedEnergies g a N x)
      (if 2 * g * |a * x| ≤ N then N ^ 2 / (4 * g) - g * (a * x) ^ 2
        else N ^ 2 / (2 * g) - N * |a * x|) := by
  split_ifs with h
  · -- both valleys can share a common Fermi level
    have u := mul_le_mul_of_nonneg_left (le_abs_self (a * x)) hg.le
    have l := mul_le_mul_of_nonneg_left (neg_abs_le (a * x)) hg.le
    constructor
    · refine ⟨N / 2 - g * (a * x), N / 2 + g * (a * x), by linarith, by linarith,
        by ring, ?_⟩
      rw [twoValleyEnergy_eq (N := N) hg a x (by ring)]
      ring
    · rintro E ⟨n₁, n₂, -, -, hs, rfl⟩
      rw [twoValleyEnergy_eq hg a x hs]
      have : 0 ≤ (n₁ - n₂ + 2 * g * (a * x)) ^ 2 / (4 * g) := by positivity
      linarith
  · -- all electrons sit in the lower valley
    have h' := lt_of_not_ge h
    rcases le_total 0 (a * x) with hy | hy
    · rw [abs_of_nonneg hy] at h' ⊢
      constructor
      · refine ⟨0, N, le_rfl, hN, by ring, ?_⟩
        unfold twoValleyEnergy
        rw [valleyEnergy_eq hg, valleyEnergy_eq hg]
        ring
      · rintro E ⟨n₁, n₂, h1, h2, rfl, rfl⟩
        have key : 0 ≤ n₁ * (2 * g * (a * x) - n₂) / g :=
          div_nonneg (mul_nonneg h1 (by linarith)) hg.le
        have e : twoValleyEnergy g a x n₁ n₂ - ((n₁ + n₂) ^ 2 / (2 * g)
            - (n₁ + n₂) * (a * x)) = n₁ * (2 * g * (a * x) - n₂) / g := by
          unfold twoValleyEnergy
          rw [valleyEnergy_eq hg, valleyEnergy_eq hg]
          field_simp
          ring
        linarith
    · rw [abs_of_nonpos hy] at h' ⊢
      constructor
      · refine ⟨N, 0, hN, le_rfl, by ring, ?_⟩
        unfold twoValleyEnergy
        rw [valleyEnergy_eq hg, valleyEnergy_eq hg]
        ring
      · rintro E ⟨n₁, n₂, h1, h2, rfl, rfl⟩
        have key : 0 ≤ n₂ * (2 * g * -(a * x) - n₁) / g :=
          div_nonneg (mul_nonneg h2 (by linarith)) hg.le
        have e : twoValleyEnergy g a x n₁ n₂ - ((n₁ + n₂) ^ 2 / (2 * g)
            - (n₁ + n₂) * -(a * x)) = n₂ * (2 * g * -(a * x) - n₁) / g := by
          unfold twoValleyEnergy
          rw [valleyEnergy_eq hg, valleyEnergy_eq hg]
          field_simp
          ring
        linarith
```

Since a least element is also the infimum, `groundEnergy` has the same closed form.

```lean
/-- The ground-state energy in closed form, for `g > 0` and `N ≥ 0`. -/
theorem groundEnergy_eq {g N : ℝ} (hg : 0 < g) (hN : 0 ≤ N) (a x : ℝ) :
    groundEnergy g a N x =
      if 2 * g * |a * x| ≤ N then N ^ 2 / (4 * g) - g * (a * x) ^ 2
        else N ^ 2 / (2 * g) - N * |a * x| :=
  (isLeast_energy hg hN a x).csInf_eq
```

## Shear small enough to keep a common Fermi level

The condition 2g|a x| ≤ N means that the electrons can level out the two valleys; at equality one valley is just empty. In this range the ground state is fixed by the transfer

n₁ − n₂ = −2g a x.

`ground_iff_transfer` says that a distribution with total N has the ground-state energy exactly when this equation holds. By the completed square, equality of the energies forces the square to be zero, and the converse is substitution. The non-negativity of n₁ and n₂ need not be assumed, because the bound on the shear already makes the optimal occupations non-negative.

Beyond the bound the transfer saturates. For g = N = a x = 1 the ground state has n₁ − n₂ = −1, not −2.

```lean
/-- For `g > 0` and `2g|a x| ≤ N`, a distribution of the `N` electrons has the ground-state
energy exactly when the population difference is `-2g a x`. -/
theorem ground_iff_transfer {g N a x n₁ n₂ : ℝ} (hg : 0 < g)
    (h : 2 * g * |a * x| ≤ N) (hs : n₁ + n₂ = N) :
    twoValleyEnergy g a x n₁ n₂ = groundEnergy g a N x ↔ n₁ - n₂ = -(2 * g * (a * x)) := by
  have hN : 0 ≤ N := le_trans (by positivity) h
  rw [groundEnergy_eq hg hN, if_pos h, twoValleyEnergy_eq hg a x hs]
  constructor
  · intro e
    have h0 : (n₁ - n₂ + 2 * g * (a * x)) ^ 2 / (4 * g) = 0 := by linarith
    rcases div_eq_zero_iff.mp h0 with h1 | h1
    · have h2 := pow_eq_zero_iff (two_ne_zero) |>.mp h1
      linarith
    · linarith
  · intro e
    rw [e]
    ring
```

Differentiating the parabola gives the electronic stress, up to division by the volume:

dE/dx = −2g a² x.

The theorem for this derivative assumes the strict inequality 2g|a x| < N. It then also holds at all nearby shears, which is the role of `hU`, and `congr_of_eventuallyEq` carries the derivative of the parabola over to `groundEnergy`. At equality the two branches meet with the same slope, so strictness serves the proof more than the physics. Past equality the formula does fail: for g = a = N = x = 1 the slope is −1, not −2.

```lean
/-- For `g > 0` and `2g|a x| < N`, the derivative of the ground-state energy with respect
to shear is `-2g a² x`. -/
theorem hasDerivAt_groundEnergy {g N a x : ℝ} (hg : 0 < g) (h : 2 * g * |a * x| < N) :
    HasDerivAt (groundEnergy g a N) (-(2 * g * a ^ 2 * x)) x := by
  have hN : 0 ≤ N := le_trans (by positivity) h.le
  have hc : Continuous fun z : ℝ => 2 * g * |a * z| :=
    continuous_const.mul (continuous_const.mul continuous_id).abs
  have hU : ∀ᶠ z in 𝓝 x, 2 * g * |a * z| < N := (isOpen_lt hc continuous_const).mem_nhds h
  have h1 := (((hasDerivAt_id' x).fun_mul (hasDerivAt_id' x)).const_mul
    (g * a ^ 2)).const_sub (N ^ 2 / (4 * g))
  refine (h1.congr_of_eventuallyEq ?_).congr_deriv (by ring)
  filter_upwards [hU] with z hz
  rw [groundEnergy_eq hg hN, if_pos hz.le]
  ring
```

## An electron number above zero

N > 0 means that there are carriers to transfer. It guarantees an interval of shears around zero in which 2g|a x| < N. There the stress is linear in x, and a second differentiation gives

d²E/dx² = −2g a² at x = 0.

N has disappeared. It sets the width of the interval, |a x| < N/(2g), but not the curvature inside it.

`softening_independent_of_doping` states this as the derivative of `deriv (groundEnergy g a N)` at zero. The proof uses `hN` to obtain the interval, replaces the first derivative by −2g a² x there, and differentiates this linear function.

```lean
/-- For `g > 0` and any electron number `N > 0`, the second derivative of the ground-state
energy at zero shear is `-2g a²`. -/
theorem softening_independent_of_doping {g N : ℝ} (hg : 0 < g) (hN : 0 < N) (a : ℝ) :
    HasDerivAt (deriv (groundEnergy g a N)) (-(2 * g * a ^ 2)) 0 := by
  have hc : Continuous fun z : ℝ => 2 * g * |a * z| :=
    continuous_const.mul (continuous_const.mul continuous_id).abs
  have hU : ∀ᶠ z in 𝓝 (0 : ℝ), 2 * g * |a * z| < N :=
    (isOpen_lt hc continuous_const).mem_nhds (by simpa using hN)
  have h1 := (hasDerivAt_id' (0 : ℝ)).const_mul (-(2 * g * a ^ 2))
  refine (h1.congr_of_eventuallyEq ?_).congr_deriv (by ring)
  filter_upwards [hU] with z hz
  rw [(hasDerivAt_groundEnergy hg hz).deriv]
  ring
```

With N = 0 there is nothing to transfer and the energy is zero at every shear. The curvature is then 0, not −2g a², whenever a ≠ 0. The softening thus jumps as the first carriers are added, while the range of shears over which it acts grows from zero. In the proof, the first branch of the closed form forces a x = 0, and the second vanishes because it contains N as a factor.

```lean
/-- Without electrons the electronic energy vanishes at every shear, for `g > 0`. -/
theorem groundEnergy_undoped {g : ℝ} (hg : 0 < g) (a x : ℝ) : groundEnergy g a 0 x = 0 := by
  rw [groundEnergy_eq hg le_rfl]
  split_ifs with h
  · have h0 : |a * x| ≤ 0 := by
      by_contra hc
      have := mul_pos hg (lt_of_not_ge hc)
      linarith
    rw [abs_nonpos_iff.mp h0]
    ring
  · ring
```

## A lattice stiff enough to resist

Now let the rest of the crystal contribute C x²/2, where C is a bare stiffness in the same normalisation as the electronic energy. C is postulated: it stands for everything that the two valleys leave out, and it is taken not to change with doping.

The completed square shows that the electronic energy is nowhere below the parabola, even when one valley is empty. If C ≥ 2g a², it follows that

C x²/2 + E(x) ≥ N²/(4g) + (C/2 − g a²)x² ≥ N²/(4g) = E(0),

where E(x) is now the ground-state energy at shear x. If C < 2g a², the coefficient of x² is negative, and at a nonzero shear with 2g|a x| ≤ N the first inequality is an equality, so the total energy there is below its value at zero shear.

`unsheared_stable_iff` combines the two directions: zero shear minimises the total energy over all shears exactly when C ≥ 2g a². To show that the condition is necessary, the proof tests the shear N/(2g(|a| + 1)), which is small enough for every a, including a = 0. For the converse it takes a distribution that attains the ground-state energy and discards its non-negative square.

At C = 2g a² zero shear is still a minimum but not the only one, since the total energy is flat as long as 2g|a x| ≤ N. The threshold needs N > 0 as well: with N = 0, g = a = 1 and C = 1 the unsheared crystal is a minimum although C < 2g a².

For structure optimization within this model, lowering the doping to another positive value does not remove a shear instability, although it does reduce the range of shears over which the full softening acts.

```lean
/-- With a lattice energy `C x²/2` added, and `g, N > 0`, zero shear minimises the total
energy over all shears exactly when `C ≥ 2g a²`. -/
theorem unsheared_stable_iff {g N : ℝ} (hg : 0 < g) (hN : 0 < N) (a C : ℝ) :
    (∀ x, groundEnergy g a N 0 ≤ C / 2 * x ^ 2 + groundEnergy g a N x) ↔
      2 * g * a ^ 2 ≤ C := by
  have h0 : groundEnergy g a N 0 = N ^ 2 / (4 * g) := by
    rw [groundEnergy_eq hg hN.le, if_pos (by simpa using hN.le)]
    ring
  rw [h0]
  constructor
  · intro h
    -- test with a shear small enough to keep both valleys occupied
    have hp : |a| + 1 ≠ 0 := by positivity
    obtain ⟨x, hx, hxN⟩ : ∃ x : ℝ, 0 < x ∧ 2 * g * ((|a| + 1) * x) = N :=
      ⟨N / (2 * g * (|a| + 1)), by positivity, by field_simp⟩
    have hle : 2 * g * |a * x| ≤ N := by
      rw [abs_mul, abs_of_pos hx]
      nlinarith [mul_pos hg hx]
    have hx' := h x
    rw [groundEnergy_eq hg hN.le, if_pos hle] at hx'
    by_contra hc
    nlinarith [mul_pos (sub_pos.2 (lt_of_not_ge hc)) (pow_pos hx 2)]
  · intro hC x
    -- the parabola bounds the ground-state energy from below at every shear
    have hm : groundEnergy g a N x ∈ allowedEnergies g a N x := by
      rw [groundEnergy_eq hg hN.le]
      exact (isLeast_energy hg hN.le a x).1
    obtain ⟨n₁, n₂, -, -, hs, e⟩ := hm
    have h2 := twoValleyEnergy_eq hg a x hs
    have h3 : 0 ≤ (n₁ - n₂ + 2 * g * (a * x)) ^ 2 / (4 * g) := by positivity
    have h4 := mul_nonneg (sub_nonneg.2 hC) (sq_nonneg x)
    have h5 : (C - 2 * g * a ^ 2) * x ^ 2 = 2 * (C / 2 * x ^ 2 - g * (a * x) ^ 2) := by ring
    linarith

end

end ValleyShearSoftening
```

```lean
#print axioms ValleyShearSoftening.ground_iff_transfer
#print axioms ValleyShearSoftening.softening_independent_of_doping
#print axioms ValleyShearSoftening.groundEnergy_undoped
#print axioms ValleyShearSoftening.unsheared_stable_iff
```

```
'ValleyShearSoftening.ground_iff_transfer' depends on axioms: [propext, Classical.choice, Quot.sound]
'ValleyShearSoftening.softening_independent_of_doping' depends on axioms: [propext, Classical.choice, Quot.sound]
'ValleyShearSoftening.groundEnergy_undoped' depends on axioms: [propext, Classical.choice, Quot.sound]
'ValleyShearSoftening.unsheared_stable_iff' depends on axioms: [propext, Classical.choice, Quot.sound]
```
